# Exponential decay of STM contrast and corrugation in a two-term vacuum density

## Question: how fast does the atomic contrast fade with tip height?

If I extrapolate the corrugation of a simulated STM image with a slightly wrong decay rate, my error factor grows exponentially with tip height. I'd like to know the rate exactly, at least in a simple model. Take the density above the surface to be

$$\rho(x,z)=a\,e^{-2Kz}+b\cos(Gx)\,e^{-2\kappa z},\qquad \kappa=\sqrt{K^2+G^2/4},$$

with $K,G,a,b>0$, and let $\beta=2(\kappa-K)$. I believe that $\max(0,G-2K)<\beta<\min(G,G^2/(4K))$ and that $e^{\beta z}\ln[\rho(0,z)/\rho(\pi/G,z)]\to 2b/a$ as $z\to\infty$. Can this be proved in Lean, and does the height trace of a constant-current scan follow the same law?

## Answer: both decay as $e^{-\beta z}$, with different amplitudes

Yes. The contrast limit $2b/a$ holds for any real $b$, and for two general lateral positions $x$ and $y$ it becomes $(b/a)(\cos Gx-\cos Gy)$. For $b>0$, the constant-density height difference $h(z)$ between $0$ and $\pi/G$ satisfies $e^{\beta z}h(z)\to b/(aK)$.

### Bounds on the excess decay rate

Each bound compares squares of positive numbers.

- $\kappa^2-K^2=G^2/4>0$ gives $\kappa>K$, so $\beta>0$.
- $\kappa^2-(G/2)^2=K^2>0$ gives $\kappa>G/2$, so $\beta>G-2K$.
- $(K+G/2)^2=\kappa^2+KG>\kappa^2$ gives $\beta<G$.
- With $q=G^2/(4K)$ we have $Kq=G^2/4$, so $(K+q/2)^2=\kappa^2+q^2/4>\kappa^2$, which gives $\beta<q$.

The small-$G$ estimate $G^2/(4K)$ is therefore always too large, and extrapolating with it to greater heights makes the image too flat.

### The contrast after the uniform density cancels

Since $2\kappa=2K+\beta$,

$$\rho(x,z)=a\,e^{-2Kz}\,[1+u_x(z)],\qquad u_x(z)=\frac ba\cos(Gx)\,e^{-\beta z}.$$

At large $z$ the bracket is positive, and for two positions $x$ and $y$

$$\ln\frac{\rho(x,z)}{\rho(y,z)}=\ln(1+u_x)-\ln(1+u_y).$$

The inequality $\ln t\le t-1$, used at $t=1+u$ and at $t=1/(1+u)$, gives

$$\frac{u}{1+u}\le\ln(1+u)\le u.$$

Multiply by $e^{\beta z}$. The right side becomes the constant $(b/a)\cos Gx$, and the left side tends to it because $u_x\to0$. The scaled contrast thus tends to $(b/a)(\cos Gx-\cos Gy)$, which is $2b/a$ for $x=0$, $y=\pi/G$.

### The constant-density contour

Let the tip stand at height $z$ above $\pi/G$ and at $z+h$ above $0$, with $\rho(0,z+h)=\rho(\pi/G,z)$ and $b>0$. If $h\le0$, then $\rho(0,z+h)\ge\rho(0,z)>\rho(\pi/G,z)$, a contradiction; so $h>0$. Such an $h$ exists whenever $\rho(\pi/G,z)>0$, because $\rho(0,\cdot)$ falls continuously from above this value to zero.

For large $z$, the logarithm of the contour equation gives

$$h=\frac{\ln(1+v)-\ln(1+w)}{2K},\qquad v=\frac ba e^{-\beta(z+h)},\quad w=-\frac ba e^{-\beta z}.$$

As $h>0$, we have $0<v\le(b/a)e^{-\beta z}$, so $v$, $w$ and hence $h$ tend to zero. Then $e^{\beta z}v=(b/a)e^{-\beta h}\to b/a$, while $e^{\beta z}w=-b/a$. The logarithms scale in the same way, and

$$e^{\beta z}h\to\frac{b/a+b/a}{2K}=\frac{b}{aK}.$$

### What the Lean statements say

`density K G a b x z` is $\rho(x,z)$, `kappa K G` is $\kappa$ and `rate K G` is $\beta$. All arguments are real numbers without units, with $z$ increasing into the vacuum. `Tendsto … atTop (𝓝 c)` means convergence to $c$ as $z\to\infty$, and `∀ᶠ z in atTop` means "for all sufficiently large $z$".

- `rate_bounds` gives the bounds for $K,G>0$.
- `contrast_tendsto` and `top_hollow_contrast` give the contrast limits for $K,G,a>0$ and any real $b$.
- `exists_corrugation` gives a positive $h$ at each height where the density at $\pi/G$ is positive.
- `corrugation_tendsto` takes any function `h` that solves the contour equation at all large $z$, and gives its scaled limit. Like `exists_corrugation`, it assumes $K,G,a,b>0$.

The constant $K$ stands for the decay of a wave with no lateral momentum, set by the barrier height. At the same energy, a lateral wavevector $G/2$ raises the decay constant to $\kappa$, and interference between waves at $\pm G/2$ produces the modulation at $G$. These waves also add a uniform part that decays as $e^{-2\kappa z}$. The model leaves it out, which does not change the leading behaviour at large $z$ but allows the model density to become negative near the surface. The weights $a$ and $b$ set the strengths of the uniform term and of the modulation.

In the Tersoff–Hamann picture, the low-bias current is proportional to the local density of states at the tip position. The file starts from a density of that kind: it derives neither the current formula nor the two-term form, and it has one lateral direction, a single harmonic and no tip structure. For simulated constant-current images that this single-harmonic model describes well, $\ln h$ plotted against $z$ should approach a line of slope $-\beta$.

```lean
import Mathlib

open Filter Topology
open scoped Real

namespace TunnellingCorrugation

noncomputable section

/-- Decay constant into the vacuum of a wave with lateral wavevector `G/2`, when the wave
with zero lateral wavevector decays with constant `K`. -/
def kappa (K G : ℝ) : ℝ := Real.sqrt (K ^ 2 + G ^ 2 / 4)

/-- Density at lateral position `x` and height `z`: a uniform part of weight `a` and
a lateral modulation of weight `b` and wavevector `G`. -/
def density (K G a b x z : ℝ) : ℝ :=
  a * Real.exp (-(2 * K) * z) + b * Real.cos (G * x) * Real.exp (-(2 * kappa K G) * z)

/-- Excess decay rate of the lateral modulation over the uniform density. -/
def rate (K G : ℝ) : ℝ := 2 * (kappa K G - K)

/-- For positive `K` and `G`, the excess decay rate lies strictly between
`max(0, G - 2K)` and `min(G, G²/(4K))`. -/
theorem rate_bounds {K G : ℝ} (hK : 0 < K) (hG : 0 < G) :
    max 0 (G - 2 * K) < rate K G ∧ rate K G < min G (G ^ 2 / (4 * K)) := by
  have hs : kappa K G ^ 2 = K ^ 2 + G ^ 2 / 4 := Real.sq_sqrt (by positivity)
  have hs0 : 0 ≤ kappa K G := Real.sqrt_nonneg _
  have hq : 0 < G ^ 2 / (4 * K) := by positivity
  have hqK : G ^ 2 / (4 * K) * K = G ^ 2 / 4 := by field_simp
  -- each bound is a comparison of squares
  have h1 : K < kappa K G := lt_of_pow_lt_pow_left₀ 2 hs0 (by nlinarith [pow_pos hG 2])
  have h2 : G / 2 < kappa K G := lt_of_pow_lt_pow_left₀ 2 hs0 (by nlinarith [pow_pos hK 2])
  have h3 : kappa K G < K + G / 2 :=
    lt_of_pow_lt_pow_left₀ 2 (by positivity) (by nlinarith [mul_pos hK hG])
  have h4 : kappa K G < K + G ^ 2 / (4 * K) / 2 :=
    lt_of_pow_lt_pow_left₀ 2 (by positivity) (by nlinarith [pow_pos hq 2])
  unfold rate
  exact ⟨max_lt (by linarith) (by linarith), lt_min (by linarith) (by linarith)⟩

/-- A modulation `c exp(-βz)` with `β > 0` vanishes far from the surface, and multiplied by
`exp(βz)` it tends to its amplitude `c`. -/
theorem modulation_tendsto {β : ℝ} (hβ : 0 < β) (c : ℝ) :
    Tendsto (fun z => c * Real.exp (-β * z)) atTop (𝓝 0) ∧
    Tendsto (fun z => Real.exp (β * z) * (c * Real.exp (-β * z))) atTop (𝓝 c) := by
  constructor
  · have h : Tendsto (fun z : ℝ => -β * z) atTop atBot :=
      tendsto_id.const_mul_atTop_of_neg (neg_lt_zero.mpr hβ)
    have l := (Real.tendsto_exp_atBot.comp h).const_mul c
    rw [mul_zero] at l
    exact l
  · refine tendsto_const_nhds.congr fun z => ?_
    have e : Real.exp (β * z) * Real.exp (-β * z) = 1 := by
      rw [← Real.exp_add]
      simp
    linear_combination (-c) * e

/-- If a relative modulation `u` vanishes at large height and `exp(βz) u` tends to `c`, then
`exp(βz) ln(1 + u)` tends to `c` as well. -/
theorem scaled_log_tendsto {β c : ℝ} {u : ℝ → ℝ} (hu : Tendsto u atTop (𝓝 0))
    (hgu : Tendsto (fun z => Real.exp (β * z) * u z) atTop (𝓝 c)) :
    Tendsto (fun z => Real.exp (β * z) * Real.log (1 + u z)) atTop (𝓝 c) := by
  have h1 : Tendsto (fun z => 1 + u z) atTop (𝓝 1) := by
    have l := hu.const_add 1
    rw [add_zero] at l
    exact l
  have hlow : Tendsto (fun z => Real.exp (β * z) * u z / (1 + u z)) atTop (𝓝 c) := by
    have l := hgu.div h1 one_ne_zero
    rw [div_one] at l
    exact l
  have hpos : ∀ᶠ z in atTop, 0 < 1 + u z := h1.eventually (lt_mem_nhds zero_lt_one)
  -- squeeze with u/(1+u) ≤ ln(1+u) ≤ u
  refine tendsto_of_tendsto_of_tendsto_of_le_of_le' hlow hgu ?_ ?_
  · filter_upwards [hpos] with z hz
    have h := Real.log_le_sub_one_of_pos (inv_pos.mpr hz)
    rw [Real.log_inv] at h
    have e : (1 + u z) * (1 + u z)⁻¹ = 1 := mul_inv_cancel₀ hz.ne'
    rw [mul_div_assoc, div_eq_mul_inv]
    exact mul_le_mul_of_nonneg_left (by nlinarith) (Real.exp_pos _).le
  · filter_upwards [hpos] with z hz
    have h := Real.log_le_sub_one_of_pos hz
    exact mul_le_mul_of_nonneg_left (by linarith) (Real.exp_pos _).le

/-- For `a > 0`, wherever one plus the relative modulation is positive, the density is positive
and its logarithm is a linear term in the height, plus `ln a`, plus the logarithm of that factor. -/
theorem log_density {K G a b x z : ℝ} (ha : 0 < a)
    (hu : 0 < 1 + b / a * Real.cos (G * x) * Real.exp (-rate K G * z)) :
    0 < density K G a b x z ∧ Real.log (density K G a b x z) = -(2 * K) * z + Real.log a +
      Real.log (1 + b / a * Real.cos (G * x) * Real.exp (-rate K G * z)) := by
  have he : Real.exp (-(2 * kappa K G) * z)
      = Real.exp (-(2 * K) * z) * Real.exp (-rate K G * z) := by
    rw [← Real.exp_add]
    congr 1
    unfold rate
    ring
  have hab : a * (b / a) = b := by field_simp
  have hf : density K G a b x z = Real.exp (-(2 * K) * z) *
      (a * (1 + b / a * Real.cos (G * x) * Real.exp (-rate K G * z))) := by
    unfold density
    rw [he]
    linear_combination (-(Real.cos (G * x) * Real.exp (-(2 * K) * z) *
      Real.exp (-rate K G * z))) * hab
  rw [hf]
  refine ⟨mul_pos (Real.exp_pos _) (mul_pos ha hu), ?_⟩
  rw [Real.log_mul (Real.exp_pos _).ne' (mul_pos ha hu).ne', Real.log_exp,
    Real.log_mul ha.ne' hu.ne']
  ring

/-- For positive `K`, `G`, `a`, the logarithmic contrast between any two lateral positions `x`
and `y`, multiplied by `exp(βz)` with `β` the excess decay rate, tends to
`(b/a)(cos Gx - cos Gy)`. -/
theorem contrast_tendsto {K G a : ℝ} (hK : 0 < K) (hG : 0 < G) (ha : 0 < a) (b x y : ℝ) :
    Tendsto (fun z => Real.exp (rate K G * z) *
      Real.log (density K G a b x z / density K G a b y z)) atTop
      (𝓝 (b / a * (Real.cos (G * x) - Real.cos (G * y)))) := by
  have hβ : 0 < rate K G := (le_max_left _ _).trans_lt (rate_bounds hK hG).1
  have M := fun t : ℝ => modulation_tendsto hβ (b / a * Real.cos (G * t))
  have P := fun t : ℝ => (M t).1.eventually (lt_mem_nhds (show (-1 : ℝ) < 0 by norm_num))
  rw [mul_sub]
  refine ((scaled_log_tendsto (M x).1 (M x).2).sub
    (scaled_log_tendsto (M y).1 (M y).2)).congr' ?_
  filter_upwards [P x, P y] with z hx hy
  -- the uniform density cancels in the ratio
  obtain ⟨px, lx⟩ := log_density (K := K) (G := G) (b := b) (x := x) (z := z) ha (by linarith)
  obtain ⟨py, ly⟩ := log_density (K := K) (G := G) (b := b) (x := y) (z := z) ha (by linarith)
  rw [Real.log_div px.ne' py.ne', lx, ly]
  ring

/-- For `G ≠ 0`, the lateral factor `cos(Gx)` equals `-1` at `x = π/G`. -/
theorem cos_half_period {G : ℝ} (hG : G ≠ 0) : Real.cos (G * (π / G)) = -1 := by
  have h : G * (π / G) = π := by field_simp
  rw [h, Real.cos_pi]

/-- For positive `K`, `G`, `a`, the logarithmic contrast between the positions `0` and `π/G`,
multiplied by `exp(βz)` with `β` the excess decay rate, tends to `2b/a`. -/
theorem top_hollow_contrast {K G a : ℝ} (hK : 0 < K) (hG : 0 < G) (ha : 0 < a) (b : ℝ) :
    Tendsto (fun z => Real.exp (rate K G * z) *
      Real.log (density K G a b 0 z / density K G a b (π / G) z)) atTop (𝓝 (2 * b / a)) := by
  have l := contrast_tendsto hK hG ha b 0 (π / G)
  have e : b / a * (Real.cos (G * 0) - Real.cos (G * (π / G))) = 2 * b / a := by
    rw [cos_half_period hG.ne', mul_zero, Real.cos_zero]
    ring
  rw [e] at l
  exact l

/-- For positive `K`, `G`, `a`, `b`, a tip that keeps the density constant stands higher at `0`
than at `π/G`. -/
theorem corrugation_pos {K G a b z h : ℝ} (hK : 0 < K) (hG : 0 < G) (ha : 0 < a) (hb : 0 < b)
    (hh : density K G a b 0 (z + h) = density K G a b (π / G) z) : 0 < h := by
  by_contra hn
  have hn' : h ≤ 0 := not_lt.mp hn
  have hk : 0 ≤ kappa K G := Real.sqrt_nonneg _
  have e1 : Real.exp (-(2 * K) * z) ≤ Real.exp (-(2 * K) * (z + h)) :=
    Real.exp_le_exp.mpr (by nlinarith [mul_nonneg hK.le (neg_nonneg.mpr hn')])
  have e2 : Real.exp (-(2 * kappa K G) * z) ≤ Real.exp (-(2 * kappa K G) * (z + h)) :=
    Real.exp_le_exp.mpr (by nlinarith [mul_nonneg hk (neg_nonneg.mpr hn')])
  unfold density at hh
  rw [cos_half_period hG.ne', mul_zero, Real.cos_zero] at hh
  nlinarith [mul_le_mul_of_nonneg_left e1 ha.le, mul_le_mul_of_nonneg_left e2 hb.le,
    mul_pos hb (Real.exp_pos (-(2 * kappa K G) * z))]

/-- For positive `K`, `G`, `a`, `b`, wherever the density at `π/G` is positive, some positive
height difference `h` gives the same density at `0`. -/
theorem exists_corrugation {K G a b z : ℝ} (hK : 0 < K) (hG : 0 < G) (ha : 0 < a) (hb : 0 < b)
    (hz : 0 < density K G a b (π / G) z) :
    ∃ h, 0 < h ∧ density K G a b 0 (z + h) = density K G a b (π / G) z := by
  have hk : 0 < kappa K G := Real.sqrt_pos.mpr (by positivity)
  have l : Tendsto (fun w => density K G a b 0 w) atTop (𝓝 0) := by
    have l := (modulation_tendsto (β := 2 * K) (by positivity) a).1.add
      (modulation_tendsto (β := 2 * kappa K G) (by positivity) (b * Real.cos (G * 0))).1
    rw [add_zero] at l
    exact l
  have hc : Continuous (fun w => density K G a b 0 w) := by
    unfold density
    fun_prop
  have ht : density K G a b (π / G) z ≤ density K G a b 0 z := by
    unfold density
    rw [cos_half_period hG.ne', mul_zero, Real.cos_zero]
    nlinarith [mul_pos hb (Real.exp_pos (-(2 * kappa K G) * z))]
  -- the density at 0 falls continuously from above the target to below it
  obtain ⟨w, hw, hzw⟩ := ((l.eventually (gt_mem_nhds hz)).and (eventually_ge_atTop z)).exists
  obtain ⟨v, _, hv⟩ := intermediate_value_Icc' hzw hc.continuousOn ⟨hw.le, ht⟩
  have hv' : density K G a b 0 (z + (v - z)) = density K G a b (π / G) z := by
    have e : z + (v - z) = v := by ring
    rw [e]
    exact hv
  exact ⟨v - z, corrugation_pos hK hG ha hb hv', hv'⟩

/-- For positive `K`, `G`, `a`, `b`, let `h(z)` be the height difference between `0` and `π/G`
at constant density, for all large `z`. Then `exp(βz) h(z)` tends to `b/(aK)`, with `β` the
excess decay rate. -/
theorem corrugation_tendsto {K G a b : ℝ} (hK : 0 < K) (hG : 0 < G) (ha : 0 < a) (hb : 0 < b)
    {h : ℝ → ℝ}
    (hh : ∀ᶠ z in atTop, density K G a b 0 (z + h z) = density K G a b (π / G) z) :
    Tendsto (fun z => Real.exp (rate K G * z) * h z) atTop (𝓝 (b / (a * K))) := by
  have hβ : 0 < rate K G := (le_max_left _ _).trans_lt (rate_bounds hK hG).1
  have hr : 0 < b / a := div_pos hb ha
  have hv : Tendsto (fun z => b / a * Real.exp (-rate K G * (z + h z))) atTop (𝓝 0) := by
    refine squeeze_zero' (Eventually.of_forall fun z => by positivity) ?_
      (modulation_tendsto hβ (b / a)).1
    filter_upwards [hh] with z hz
    have hp := corrugation_pos hK hG ha hb hz
    exact mul_le_mul_of_nonneg_left
      (Real.exp_le_exp.mpr (by nlinarith [mul_pos hβ hp])) hr.le
  obtain ⟨hw, hgw⟩ := modulation_tendsto hβ (-(b / a))
  -- logarithm of the constant-density condition, solved for h
  have key : ∀ᶠ z in atTop, (Real.log (1 + b / a * Real.exp (-rate K G * (z + h z))) -
      Real.log (1 + -(b / a) * Real.exp (-rate K G * z))) / (2 * K) = h z := by
    filter_upwards [hh, hw.eventually (lt_mem_nhds (show (-1 : ℝ) < 0 by norm_num))] with z hz hp
    have h1 := (log_density (K := K) (G := G) (b := b) (x := 0) (z := z + h z) ha
      (by rw [mul_zero, Real.cos_zero, mul_one]; positivity)).2
    have h2 := (log_density (K := K) (G := G) (b := b) (x := π / G) (z := z) ha
      (by rw [cos_half_period hG.ne', mul_neg_one]; linarith)).2
    rw [hz, mul_zero, Real.cos_zero, mul_one] at h1
    rw [cos_half_period hG.ne', mul_neg_one] at h2
    rw [div_eq_iff (by positivity)]
    linear_combination h2 - h1
  have h0 : Tendsto h atTop (𝓝 0) := by
    have l := (((hv.const_add 1).log (by norm_num)).sub
      ((hw.const_add 1).log (by norm_num))).div_const (2 * K)
    simp only [add_zero, Real.log_one, sub_zero, zero_div] at l
    exact l.congr' key
  have hgv : Tendsto (fun z => Real.exp (rate K G * z) *
      (b / a * Real.exp (-rate K G * (z + h z)))) atTop (𝓝 (b / a)) := by
    have l := ((h0.const_mul (-rate K G)).rexp).const_mul (b / a)
    rw [mul_zero, Real.exp_zero, mul_one] at l
    refine l.congr fun z => ?_
    have e : Real.exp (-rate K G * h z)
        = Real.exp (rate K G * z) * Real.exp (-rate K G * (z + h z)) := by
      rw [← Real.exp_add]
      congr 1
      ring
    rw [e]
    ring
  have l := ((scaled_log_tendsto hv hgv).sub (scaled_log_tendsto hw hgw)).div_const (2 * K)
  have e : (b / a - -(b / a)) / (2 * K) = b / (a * K) := by
    rw [sub_neg_eq_add, ← two_mul, mul_div_mul_left _ _ two_ne_zero, div_div]
  rw [e] at l
  refine l.congr' ?_
  filter_upwards [key] with z hz
  linear_combination Real.exp (rate K G * z) * hz

end

end TunnellingCorrugation
```

```lean
#print axioms TunnellingCorrugation.contrast_tendsto
-- 'TunnellingCorrugation.contrast_tendsto' depends on axioms: [propext, Classical.choice, Quot.sound]
#print axioms TunnellingCorrugation.top_hollow_contrast
-- 'TunnellingCorrugation.top_hollow_contrast' depends on axioms: [propext, Classical.choice, Quot.sound]
#print axioms TunnellingCorrugation.exists_corrugation
-- 'TunnellingCorrugation.exists_corrugation' depends on axioms: [propext, Classical.choice, Quot.sound]
#print axioms TunnellingCorrugation.corrugation_tendsto
-- 'TunnellingCorrugation.corrugation_tendsto' depends on axioms: [propext, Classical.choice, Quot.sound]
```

### From the lemmas to the limits

In `rate_bounds`, `lt_of_pow_lt_pow_left₀ 2` turns each inequality into one between squares, which `nlinarith` closes. `modulation_tendsto` supplies the two facts about $u$: it vanishes, and its scaled value tends to its amplitude. `log_density` performs the factorisation and takes the logarithm, given that $1+u>0$.

`contrast_tendsto` subtracts two scaled logarithms and uses `log_density` at both positions to identify the difference with the contrast. `cos_half_period` then specialises it to $0$ and $\pi/G$.

For the contour, `corrugation_pos` is the monotonicity argument, and `exists_corrugation` applies the intermediate value theorem through `intermediate_value_Icc'`. Inside `corrugation_tendsto`, `key` is the formula for $h$, `h0` is $h\to0$, and `hgv` is the limit of $e^{\beta z}v$. The order matters: `hgv` needs `h0`, which in turn follows from `key` once the sign of $h$ has shown that $v\to0$ (`hv`).

### A squeeze that need only hold far out

Both amplitudes pass through `scaled_log_tendsto`, whose central device is `tendsto_of_tendsto_of_tendsto_of_le_of_le'`. This is the squeeze theorem, and the final prime marks the version in which the two inequalities need hold only eventually.

That matters here. If $b>a$, the model density at $\pi/G$ is negative close to the surface, so the model is not physical there. In that region $1+u<0$, and Lean's logarithm, which returns $\ln|t|$ for negative $t$, need not obey $\ln(1+u)\le u$. The hypothesis $u\to0$ yields `hpos`, positivity of $1+u$ at all large heights, and `filter_upwards [hpos]` lets each inequality be proved at a single such height. No condition $b<a$ is therefore needed.
